# For a < 0 < b, the Landau equation of state a x + b x³ = h has three, two or one real solutions as 27 b h² is below, equal to or above −4 a³

When a hysteresis loop is computed from a Landau model with this equation of state, below the transition temperature, each value of the field h raises the question of how many solutions to look for. The answer needs no root finding: one compares 27 b h² with −4 a³. Equality marks the spinodal field, where a metastable branch ends.

The order parameter x, for instance a uniform magnetisation restricted to a fixed axis, has the free energy a x²/2 + b x⁴/4 − h x. Its stationary points satisfy

a x + b x³ = h.

The coefficient a is negative below the transition temperature, and b > 0 keeps the free energy bounded below. The Lean code starts from this equation. That a real system has a uniform order parameter obeying it is the mean-field assumption, which must be justified separately.

```lean
import Mathlib

open Set

namespace LandauSpinodal

/-- The left-hand side `a x + b x ^ 3` of the equation of state, as a function of the order
parameter `x`. -/
def eqField (a b x : ℝ) : ℝ := a * x + b * x ^ 3
```

`eqField a b x` is the left-hand side, the field that makes x stationary. Below it is written f(x) = a x + b x³. All quantities are real numbers (`ℝ`), without units.

```lean
/-- The set of real solutions of the equation of state `a x + b x ^ 3 = h`. -/
def states (a b h : ℝ) : Set ℝ := {x | eqField a b x = h}
```

`states a b h` is the set of all x with f(x) = h. The name is generous: the set contains every stationary point of the free energy, including an unstable one, such as a maximum, whenever there is one.

## For given b, two solutions fix a and h

```lean
/-- If two different order parameters `x`, `y` solve the equation of state in the same field,
the discriminant `-4 a ^ 3 - 27 b h ^ 2` is `b ^ 3` times a perfect square. -/
theorem discriminant_of_two_states {a b h x y : ℝ} (hxy : x ≠ y)
    (hx : eqField a b x = h) (hy : eqField a b y = h) :
    -4 * a ^ 3 - 27 * b * h ^ 2 = b ^ 3 * ((x - y) * (2 * x + y) * (x + 2 * y)) ^ 2 := by
  simp only [eqField] at hx hy
  -- the two solutions determine both `a` and `h`
  have ha : a = -b * (x ^ 2 + x * y + y ^ 2) :=
    mul_left_cancel₀ (sub_ne_zero.2 hxy) (by linear_combination hx - hy)
  have hh : h = -b * x * y * (x + y) := by linear_combination x * ha - hx
  rw [hh, ha]
  ring
```

A Lean theorem lists its variables and hypotheses before the last colon and its conclusion after it; the proof follows `:=`. Here x ≠ y both solve the equation in the same field. Subtracting the two equations gives

(x − y)(a + b(x² + x y + y²)) = 0.

Since x ≠ y, the first factor cancels, which is the work of `mul_left_cancel₀`:

a = −b(x² + x y + y²).

Inserting this into h = a x + b x³ gives

h = −b x y (x + y).

With σ = x + y and p = x y, these read a = −b(σ² − p) and h = −b p σ, so

−4 a³ − 27 b h² = b³ [4(σ² − p)³ − 27 p² σ²] = b³ (σ² − 4p)(2σ² + p)².

Because σ² − 4p = (x − y)² and 2σ² + p = (2x + y)(x + 2y), this is b³ times a perfect square. In Lean, `linear_combination` derives an equation from multiples of known ones, and `ring` checks the final polynomial identity. The quantity called the discriminant here is the usual discriminant of the cubic b x³ + a x − h divided by b.

```lean
/-- For `b ≠ 0`, three different solutions of the equation of state in the same field
sum to zero. -/
theorem sum_of_three_states {a b h x y z : ℝ} (hb : b ≠ 0)
    (hxy : x ≠ y) (hxz : x ≠ z) (hyz : y ≠ z) (hx : eqField a b x = h)
    (hy : eqField a b y = h) (hz : eqField a b z = h) : x + y + z = 0 := by
  simp only [eqField] at hx hy hz
  have h1 : a = -b * (x ^ 2 + x * y + y ^ 2) :=
    mul_left_cancel₀ (sub_ne_zero.2 hxy) (by linear_combination hx - hy)
  have h2 : a = -b * (x ^ 2 + x * z + z ^ 2) :=
    mul_left_cancel₀ (sub_ne_zero.2 hxz) (by linear_combination hx - hz)
  exact mul_left_cancel₀ (mul_ne_zero hb (sub_ne_zero.2 hyz))
    (by linear_combination h1 - h2)
```

For three different solutions, the formula for a holds for the pair x, y and for the pair x, z. Subtracting the two versions gives

b (y − z)(x + y + z) = 0.

Since b ≠ 0 and y ≠ z, the sum x + y + z is zero. Two of the solutions therefore determine the third.

## Beyond the spinodal field

```lean
/-- For `b > 0` and `27 b h ^ 2 > -4 a ^ 3` the equation of state has exactly one solution. -/
theorem unique_state {a b h : ℝ} (hb : 0 < b) (hD : -4 * a ^ 3 < 27 * b * h ^ 2) :
    ∃! x, eqField a b x = h := by
  -- existence: the field at `M` is at least `|h|`, and the field is odd in `x`
  obtain ⟨M, hM⟩ : ∃ M, b * M = b + |a| + |h| :=
    ⟨(b + |a| + |h|) / b, by field_simp⟩
  have hM1 : 1 ≤ M := by
    by_contra hc
    have := mul_lt_mul_of_pos_left (not_le.1 hc) hb
    linarith [abs_nonneg a, abs_nonneg h]
  have h1 : |h| ≤ a + b * M ^ 2 := by
    have := mul_nonneg (mul_nonneg hb.le (by linarith : 0 ≤ M)) (sub_nonneg.2 hM1)
    nlinarith [neg_abs_le a]
  have h2 : |h| ≤ eqField a b M := by
    have := mul_nonneg (sub_nonneg.2 hM1) ((abs_nonneg h).trans h1)
    simp only [eqField]
    nlinarith
  have h3 : eqField a b (-M) = -eqField a b M := by simp only [eqField]; ring
  have hc : Continuous (eqField a b) := by unfold eqField; fun_prop
  obtain ⟨x, -, hx⟩ := intermediate_value_Icc (by linarith : -M ≤ M) hc.continuousOn
    (show h ∈ Icc (eqField a b (-M)) (eqField a b M) from
      ⟨by linarith [neg_abs_le h], by linarith [le_abs_self h]⟩)
  -- uniqueness: a second solution would make the discriminant nonnegative
  refine ⟨x, hx, fun y hy => ?_⟩
  by_contra hne
  have hd := discriminant_of_two_states hne hy hx
  have : 0 ≤ b ^ 3 * ((y - x) * (2 * y + x) * (y + 2 * x)) ^ 2 := by positivity
  linarith
```

The symbol `∃!` means "there is exactly one". This theorem assumes b > 0 but puts no condition on the sign of a.

For existence, take M = 1 + (|a| + |h|)/b, so that M ≥ 1 and M² ≥ M. Then

a + b M² ≥ a + b M = a + b + |a| + |h| ≥ |h|.

Multiplying the left-hand side by M ≥ 1 does not lower it, so f(M) ≥ |h|. Since f is odd, f(−M) ≤ −|h|. The intermediate value theorem, `intermediate_value_Icc`, gives a solution between −M and M.

For uniqueness, a second solution would make −4 a³ − 27 b h² equal to b³ times a square, hence nonnegative. The hypothesis `hD` says that it is negative.

## Below the spinodal field

```lean
/-- For `a < 0 < b` and `27 b h ^ 2 < -4 a ^ 3` the equation of state has exactly three
solutions. -/
theorem three_states {a b h : ℝ} (ha : a < 0) (hb : 0 < b)
    (hD : 27 * b * h ^ 2 < -4 * a ^ 3) : (states a b h).ncard = 3 := by
  -- the field has its turning points at `s` and `-s`
  obtain ⟨s, hs, has⟩ : ∃ s : ℝ, 0 < s ∧ a = -3 * b * s ^ 2 := by
    have hp : 0 < -a / (3 * b) := div_pos (by linarith) (by linarith)
    refine ⟨√(-a / (3 * b)), Real.sqrt_pos.2 hp, ?_⟩
    rw [Real.sq_sqrt hp.le]
    field_simp
  have e : -4 * a ^ 3 = 27 * b * (2 * b * s ^ 3) ^ 2 := by rw [has]; ring
  have hsq : h ^ 2 < (2 * b * s ^ 3) ^ 2 :=
    lt_of_mul_lt_mul_left (by linarith : 27 * b * h ^ 2 < 27 * b * (2 * b * s ^ 3) ^ 2)
      (by positivity)
  obtain ⟨hl, hu⟩ := abs_lt_of_sq_lt_sq' hsq (by positivity)
  have e1 : eqField a b (-2 * s) = -(2 * b * s ^ 3) := by rw [eqField, has]; ring
  have e2 : eqField a b (-s) = 2 * b * s ^ 3 := by rw [eqField, has]; ring
  have e3 : eqField a b s = -(2 * b * s ^ 3) := by rw [eqField, has]; ring
  have e4 : eqField a b (2 * s) = 2 * b * s ^ 3 := by rw [eqField, has]; ring
  have hc : Continuous (eqField a b) := by unfold eqField; fun_prop
  -- one solution on each monotone branch
  obtain ⟨x, ⟨_, hx2⟩, hx⟩ := intermediate_value_Ioo (by linarith : -2 * s ≤ -s)
    hc.continuousOn (show h ∈ Ioo _ _ from ⟨by rwa [e1], by rwa [e2]⟩)
  obtain ⟨y, ⟨hy1, hy2⟩, hy⟩ := intermediate_value_Ioo' (by linarith : -s ≤ s)
    hc.continuousOn (show h ∈ Ioo _ _ from ⟨by rwa [e3], by rwa [e2]⟩)
  obtain ⟨z, ⟨hz1, _⟩, hz⟩ := intermediate_value_Ioo (by linarith : s ≤ 2 * s)
    hc.continuousOn (show h ∈ Ioo _ _ from ⟨by rwa [e3], by rwa [e4]⟩)
  have hxy : x < y := by linarith
  have hyz : y < z := by linarith
  refine ncard_eq_three.2 ⟨x, y, z, hxy.ne, (hxy.trans hyz).ne, hyz.ne, ?_⟩
  ext w
  simp only [states, mem_ofPred_eq, mem_insert_iff, mem_singleton_iff]
  constructor
  · -- a fourth solution would have to coincide with `z`
    intro hw
    by_contra! hne
    have s1 := sum_of_three_states hb.ne' hxy.ne hne.1.symm hne.2.1.symm hx hy hw
    have s2 := sum_of_three_states hb.ne' hxy.ne (hxy.trans hyz).ne hyz.ne hx hy hz
    exact hne.2.2 (by linarith)
  · rintro (h1 | h1 | h1) <;> rw [h1] <;> assumption
```

`ncard` counts the elements of a set. It returns 0 for an infinite set, so a value of 3 is a true count.

Let s = √(−a/(3b)), which is positive because a < 0 < b. Then a = −3 b s², and the slope f′(x) = a + 3 b x² vanishes at ±s. Moreover

−4 a³ = 108 b³ s⁶ = 27 b (2 b s³)²,

so the hypothesis becomes |h| < 2 b s³. This bound is the spinodal field,

2 b s³ = (−2a/3) √(−a/(3b)).

Writing f(x) = b x (x² − 3s²) gives the four values `e1` to `e4`:

f(−2s) = −2 b s³, f(−s) = 2 b s³, f(s) = −2 b s³, f(2s) = 2 b s³.

The field h lies strictly between neighbouring values. The intermediate value theorem on open intervals gives x in (−2s, −s), y in (−s, s) and z in (s, 2s); the primed version `intermediate_value_Ioo'` handles the middle interval, where the left end has the higher value. The intervals are disjoint, so x < y < z.

If w were a fourth solution, `sum_of_three_states` would give x + y + w = 0 as well as x + y + z = 0, hence w = z, a contradiction.

The slope is positive at x and z and negative at y, so the outer two are minima of the free energy and the middle one is a maximum; this is read off by hand, while the theorem only counts.

## At the spinodal field

```lean
/-- For `a ≠ 0` and `27 b h ^ 2 = -4 a ^ 3` the solutions are `t = 3 h / (2 a)` and `-2 t`,
and the slope `a + 3 b t ^ 2` of the equation of state vanishes at `t`. -/
theorem states_at_spinodal {a b h t : ℝ} (ha : a ≠ 0) (hD : 27 * b * h ^ 2 = -4 * a ^ 3)
    (ht : t = 3 * h / (2 * a)) : states a b h = {t, -2 * t} ∧ a + 3 * b * t ^ 2 = 0 := by
  have h1 : 2 * a * t = 3 * h := by rw [ht]; field_simp
  have hK : a + 3 * b * t ^ 2 = 0 :=
    mul_left_cancel₀ (pow_ne_zero 2 ha)
      (by linear_combination hD / 4 + 3 * b / 4 * (2 * a * t + 3 * h) * h1)
  have hb : b ≠ 0 := fun h0 => ha (by rw [h0] at hK; linarith)
  -- the cubic has the double root `t`
  have hf : ∀ x, eqField a b x - h = b * (x - t) ^ 2 * (x + 2 * t) := fun x => by
    simp only [eqField]
    linear_combination (x - 2 * t / 3) * hK + h1 / 3
  refine ⟨?_, hK⟩
  ext x
  simp only [states, mem_ofPred_eq, mem_insert_iff, mem_singleton_iff]
  constructor
  · intro hx
    have h0 : b * (x - t) ^ 2 * (x + 2 * t) = 0 := by rw [← hf x, hx, sub_self]
    rcases mul_eq_zero.1 h0 with h2 | h2
    · have h3 := (mul_eq_zero.1 h2).resolve_left hb
      exact Or.inl (sub_eq_zero.1 (pow_eq_zero_iff two_ne_zero |>.1 h3))
    · exact Or.inr (by linarith)
  · rintro (h2 | h2)
    · linear_combination hf x + b * (x - t) * (x + 2 * t) * h2
    · linear_combination hf x + b * (x - t) ^ 2 * h2
```

Set t = 3h/(2a), so that 2 a t = 3h and 4 a² t² = 9 h². Then

a² (a + 3 b t²) = a³ + 27 b h²/4 = 0.

Since a ≠ 0, the slope a + 3 b t² is zero. This also forces b ≠ 0, since b = 0 would give a = 0. Now a = −3 b t² and h = 2 a t/3 = −2 b t³, so

f(x) − h = b (x³ − 3t² x + 2t³) = b (x − t)² (x + 2t).

The solutions are the double root t and the simple root −2t. In the code `hK` is the vanishing slope and `hf` the factorisation; the rest reads off the zeros of a product. Physically, the slope is the inverse susceptibility, and its zero is the point where the metastable state loses its stability.

## The complete count

```lean
/-- For `a < 0 < b` the equation of state `a x + b x ^ 3 = h` has exactly three, two or one
real solutions if and only if `27 b h ^ 2` is less than, equal to or greater than
`-4 a ^ 3`, respectively. -/
theorem number_of_states {a b : ℝ} (h : ℝ) (ha : a < 0) (hb : 0 < b) :
    ((states a b h).ncard = 3 ↔ 27 * b * h ^ 2 < -4 * a ^ 3) ∧
    ((states a b h).ncard = 2 ↔ 27 * b * h ^ 2 = -4 * a ^ 3) ∧
    ((states a b h).ncard = 1 ↔ -4 * a ^ 3 < 27 * b * h ^ 2) := by
  have h3 : 27 * b * h ^ 2 < -4 * a ^ 3 → (states a b h).ncard = 3 := three_states ha hb
  have h2 : 27 * b * h ^ 2 = -4 * a ^ 3 → (states a b h).ncard = 2 := fun c => by
    have hh : h ≠ 0 := fun h0 => by
      rw [h0] at c
      exact pow_ne_zero 3 ha.ne (by linarith)
    have ht : 3 * h / (2 * a) ≠ 0 :=
      div_ne_zero (mul_ne_zero three_ne_zero hh) (mul_ne_zero two_ne_zero ha.ne)
    exact ncard_eq_two.2 ⟨_, _, fun e => ht (by linarith),
      (states_at_spinodal ha.ne c rfl).1⟩
  have h1 : -4 * a ^ 3 < 27 * b * h ^ 2 → (states a b h).ncard = 1 := fun c => by
    obtain ⟨x, hx, hu⟩ := unique_state hb c
    exact ncard_eq_one.2 ⟨x, eq_singleton_iff_unique_mem.2 ⟨hx, hu⟩⟩
  -- the three cases exclude each other
  rcases lt_trichotomy (27 * b * h ^ 2) (-4 * a ^ 3) with c | c | c
  · have n := h3 c
    exact ⟨⟨fun _ => c, h3⟩, ⟨fun m => by omega, h2⟩, ⟨fun m => by omega, h1⟩⟩
  · have n := h2 c
    exact ⟨⟨fun m => by omega, h3⟩, ⟨fun _ => c, h2⟩, ⟨fun m => by omega, h1⟩⟩
  · have n := h1 c
    exact ⟨⟨fun m => by omega, h3⟩, ⟨fun m => by omega, h2⟩, ⟨fun _ => c, h1⟩⟩

end LandauSpinodal
```

```lean
#print axioms LandauSpinodal.number_of_states
```

```
'LandauSpinodal.number_of_states' depends on axioms: [propext, Classical.choice, Quot.sound]
```

The three lines joined by `∧` ("and") give the counts three, two and one, each with its condition on the field, and `↔` means "if and only if".

The forward facts `h3`, `h2` and `h1` come from the theorems above. At equality, h cannot be zero, since that would give a³ = 0. Hence t ≠ 0, and t and −2t are two different solutions.

For the converses, `lt_trichotomy` splits into the three possible relations between 27 b h² and −4 a³. In each case the count is known, and `omega` rejects the other two values. A count of three, for example, excludes equality and the larger field, because those give two and one.

The sign of b matters. For a = −1, b = −1, h = 0 we have 0 < 4, yet −x − x³ = 0 has only the solution x = 0. With a < 0, it is therefore not enough to assume b ≠ 0.

## A field sweep with numbers

Take a = −3 and b = 1. Then −4 a³ = 108, and the spinodal field is 2. At h = 0 the solutions are −√3, 0 and √3. Start in the negative minimum and raise h. The solution moves upwards until, at h = 2, it reaches t = −1, where the slope is zero; the other solution is −2t = 2. For h > 2 only the positive branch remains, and a sweep that follows the local minimum jumps from −1 to 2. A real sample can leave the metastable branch earlier, by fluctuations or nucleation.

The same count applies when density functional energies at fixed magnetic moment x are fitted to a constant plus a x²/2 + b x⁴/4, with a < 0 < b: it gives the number of stationary moments of the fit in a given field.
